# The square of the two-mode BCS Hamiltonian and its even-parity energies

Take two fermion modes with the same level energy, and put the zero of energy at single occupation. Their BCS pairing Hamiltonian then squares to a number times the projector onto even particle number. That number is the squared level energy plus the product of the two pairing amplitudes. For a real level energy and a nonzero gap, with conjugate pairing amplitudes, any representation with a vacuum therefore has exactly two even-sector energies, equal and opposite. Up to a constant, this is one $(k\uparrow,-k\downarrow)$ block of mean-field superconductivity, with the level energy measured from the chemical potential and the gap given, not determined self-consistently.

## Modes, pairs and parity

```lean
import Mathlib

open scoped ComplexConjugate

namespace BCSPairing

noncomputable section
```

Let $a_1,a_2$ annihilate and $b_1,b_2$ create fermions. `TwoModes` assumes their canonical anticommutation relations in a ring $A$, whose elements are the operators.

```lean
/-- Canonical anticommutation relations of two fermion modes with annihilators `a1`, `a2`
and creators `b1`, `b2`. -/
structure TwoModes {A : Type*} [Ring A] (a1 b1 a2 b2 : A) : Prop where
  h11 : a1 * b1 + b1 * a1 = 1
  h22 : a2 * b2 + b2 * a2 = 1
  ha1 : a1 * a1 = 0
  ha2 : a2 * a2 = 0
  hb1 : b1 * b1 = 0
  hb2 : b2 * b2 = 0
  haa : a1 * a2 + a2 * a1 = 0
  hbb : b1 * b2 + b2 * b1 = 0
  h12 : a1 * b2 + b2 * a1 = 0
  h21 : a2 * b1 + b1 * a2 = 0
```

The relations do not say that $b_i$ is the adjoint of $a_i$. A star algebra with $b_i=a_i^*$ would be another model: four of the ten relations would follow from the other six, and Hermiticity could be stated, but independent creators would no longer be covered.

Write $n=b_1a_1$, $m=b_2a_2$ and $Z=n+m-1$ for the charge measured from half filling.

```lean
variable {A : Type*} [Ring A] {a1 b1 a2 b2 : A}

/-- The particle number measured from half filling, `n + m - 1`. -/
def charge (a1 b1 a2 b2 : A) : A := b1 * a1 + b2 * a2 - 1
```

Pair creation is $P=b_1b_2$.

```lean
/-- The operator creating a pair. -/
def pairUp (b1 b2 : A) : A := b1 * b2
```

Pair annihilation is $Q=a_2a_1$.

```lean
/-- The operator annihilating a pair. -/
def pairDown (a1 a2 : A) : A := a2 * a1
```

The even-parity operator $E=1-n-m+2nm$ is 1 on empty and doubly occupied states, and 0 on singly occupied ones.

```lean
/-- The even-parity operator `1 - n - m + 2nm`. -/
def evenProj (a1 b1 a2 b2 : A) : A :=
  1 - b1 * a1 - b2 * a2 + 2 * (b1 * a1 * (b2 * a2))
```

## (a) Products of the pair operators

Express both products of $P$ and $Q$ through the occupations:
$$PQ=nm,\qquad QP=(1-n)(1-m).$$

Two exchanges give $b_1b_2a_2a_1=-b_1b_2a_1a_2=b_1a_1b_2a_2=nm$. For the other order, $a_1b_1=1-n$, and $n$ commutes with $a_2$, so
$$a_2a_1b_1b_2=a_2(1-n)b_2=(1-n)a_2b_2=(1-n)(1-m).$$

In the proof, `linear_combination` lists the relations used, each multiplied by its neighbouring operators, and `noncomm_ring` checks the remaining algebra without commuting factors. Parts (b) to (d) use the same method.

```lean
/-- Creating after annihilating a pair measures double occupancy; annihilating after creating
a pair measures double vacancy. -/
theorem pair_products (h : TwoModes a1 b1 a2 b2) :
    pairUp b1 b2 * pairDown a1 a2 = b1 * a1 * (b2 * a2) ∧
    pairDown a1 a2 * pairUp b1 b2 = (1 - b1 * a1) * (1 - b2 * a2) := by
  obtain ⟨h11, h22, ha1, ha2, hb1, hb2, haa, hbb, h12, h21⟩ := h
  have hPQ : b1 * b2 * (a2 * a1) = b1 * a1 * (b2 * a2) := by
    linear_combination (norm := noncomm_ring) b1 * b2 * haa - b1 * h12 * a2
  refine ⟨hPQ, ?_⟩
  unfold pairUp pairDown
  linear_combination (norm := noncomm_ring) a2 * h11 * b2 + h22 - h21 * a1 * b2
    + b1 * a2 * h12 - b1 * h22 * a1 + hPQ
```

## (b) Nilpotency and the anticommutator

Show that no pair can be created or annihilated twice, and find the anticommutator:
$$P^2=Q^2=0,\qquad PQ+QP=E.$$

Exchanging the middle factors gives $P^2=-b_1^2b_2^2=0$ and $Q^2=-a_2^2a_1^2=0$. By (a), the sum is $nm+(1-n-m+nm)=E$.

```lean
/-- The pair operators are nilpotent, and their anticommutator is the even-parity operator. -/
theorem pair_anticomm (h : TwoModes a1 b1 a2 b2) :
    pairUp b1 b2 * pairUp b1 b2 = 0 ∧ pairDown a1 a2 * pairDown a1 a2 = 0 ∧
    pairUp b1 b2 * pairDown a1 a2 + pairDown a1 a2 * pairUp b1 b2
      = evenProj a1 b1 a2 b2 := by
  refine ⟨?_, ?_, ?_⟩
  · unfold pairUp
    linear_combination (norm := noncomm_ring) b1 * h.hbb * b2 - h.hb1 * b2 * b2
  · unfold pairDown
    linear_combination (norm := noncomm_ring) a2 * h.haa * a1 - h.ha2 * a1 * a1
  · rw [(pair_products h).1, (pair_products h).2, evenProj]
    noncomm_ring
```

## (c) Charge next to a pair operator

Show that the charge reduces to a sign beside $P$ or $Q$:
$$ZP=P,\quad PZ=-P,\quad ZQ=-Q,\quad QZ=Q.$$

- $nP=b_1(1-b_1a_1)b_2=P$. Since $m$ commutes with $b_1$, also $mP=b_1b_2(1-b_2a_2)=P$. Hence $ZP=P+P-P=P$.
- $Pn=-b_1^2b_2a_1=0$ and $Pm=b_1b_2^2a_2=0$, so $PZ=-P$.
- $nQ=-b_1a_2a_1^2=0$ and $mQ=b_2a_2^2a_1=0$, so $ZQ=-Q$.
- $Qn=a_2(1-b_1a_1)a_1=Q$. Since $m$ commutes with $a_1$, also $Qm=a_2b_2a_2a_1=(1-b_2a_2)a_2a_1=Q$. Hence $QZ=Q$.

```lean
/-- The charge `n + m - 1` anticommutes with pair creation and with pair annihilation, acting
as `1` or `-1` next to them. -/
theorem charge_pair (h : TwoModes a1 b1 a2 b2) :
    charge a1 b1 a2 b2 * pairUp b1 b2 = pairUp b1 b2 ∧
    pairUp b1 b2 * charge a1 b1 a2 b2 = -pairUp b1 b2 ∧
    charge a1 b1 a2 b2 * pairDown a1 a2 = -pairDown a1 a2 ∧
    pairDown a1 a2 * charge a1 b1 a2 b2 = pairDown a1 a2 := by
  obtain ⟨h11, h22, ha1, ha2, hb1, hb2, haa, hbb, h12, h21⟩ := h
  unfold charge pairUp pairDown
  refine ⟨?_, ?_, ?_, ?_⟩
  · linear_combination (norm := noncomm_ring) b1 * h11 * b2 - hb1 * a1 * b2
      + b2 * h21 * b2 - b2 * b1 * h22 + hbb * b2 * a2 - b1 * hb2 * a2 - hbb
  · linear_combination (norm := noncomm_ring) b1 * hbb * a1 - hb1 * b2 * a1 + b1 * hb2 * a2
  · linear_combination (norm := noncomm_ring) b1 * haa * a1 - b1 * a2 * ha1 + b2 * ha2 * a1
  · linear_combination (norm := noncomm_ring) a2 * h11 * a1 - a2 * b1 * ha1
      + a2 * h12 * a2 - h22 * a1 * a2 + b2 * a2 * haa - b2 * ha2 * a1 - haa
```

## (d) The squared charge

Show that
$$Z^2=E.$$

First, $n^2=b_1(1-b_1a_1)a_1=n$, and likewise $m^2=m$. The two numbers commute, so
$$Z^2=n^2+m^2+1+2nm-2n-2m=1-n-m+2nm.$$
These three facts are `hn`, `hm` and `hc`.

```lean
/-- The square of the charge `n + m - 1` is the even-parity operator. -/
theorem charge_sq (h : TwoModes a1 b1 a2 b2) :
    charge a1 b1 a2 b2 * charge a1 b1 a2 b2 = evenProj a1 b1 a2 b2 := by
  have hPQ := (pair_products h).1
  unfold pairUp pairDown at hPQ
  have hn : b1 * a1 * (b1 * a1) = b1 * a1 := by
    linear_combination (norm := noncomm_ring) b1 * h.h11 * a1 - h.hb1 * a1 * a1
  have hm : b2 * a2 * (b2 * a2) = b2 * a2 := by
    linear_combination (norm := noncomm_ring) b2 * h.h22 * a2 - h.hb2 * a2 * a2
  have hc : b2 * a2 * (b1 * a1) = b1 * a1 * (b2 * a2) := by
    linear_combination (norm := noncomm_ring) b2 * h.h21 * a1 - h.hbb * a2 * a1 + hPQ
  unfold charge evenProj
  linear_combination (norm := noncomm_ring) hn + hm + hc
```

## (e) The squared Hamiltonian

Let $A$ now be a complex algebra, and let $H=eZ+dP+d'Q$ with complex numbers $e,d,d'$.

```lean
variable [Algebra ℂ A]

/-- The pairing Hamiltonian `e (n + m - 1) + d b1 b2 + d' a2 a1`. -/
def bcs (a1 b1 a2 b2 : A) (e d d' : ℂ) : A :=
  e • charge a1 b1 a2 b2 + d • pairUp b1 b2 + d' • pairDown a1 a2
```

Show that
$$H^2=(e^2+dd')E.$$

Expanding,
$$\begin{aligned}H^2={}&e^2Z^2+ed(ZP+PZ)+ed'(ZQ+QZ)\\&+d^2P^2+d'^2Q^2+dd'(PQ+QP).\end{aligned}$$
By (c) the mixed charge terms cancel, by (b) the squares of $P$ and $Q$ vanish, and $Z^2=PQ+QP=E$ leaves the result. In Lean, `simp only` expands and substitutes, and `module` collects the coefficients.

```lean
/-- The square of the pairing Hamiltonian is `e² + d d'` times the even-parity operator. -/
theorem bcs_sq (h : TwoModes a1 b1 a2 b2) (e d d' : ℂ) :
    bcs a1 b1 a2 b2 e d d' ^ 2 = (e ^ 2 + d * d') • evenProj a1 b1 a2 b2 := by
  obtain ⟨hPP, hQQ, hE⟩ := pair_anticomm h
  obtain ⟨hzP, hPz, hzQ, hQz⟩ := charge_pair h
  have hQP : pairDown a1 a2 * pairUp b1 b2
      = evenProj a1 b1 a2 b2 - pairUp b1 b2 * pairDown a1 a2 := by
    rw [← hE]; abel
  -- the cross terms between charge and pairing cancel
  rw [pow_two (bcs a1 b1 a2 b2 e d d')]
  simp only [bcs, add_mul, mul_add, smul_mul_assoc, mul_smul_comm, charge_sq h,
    hPP, hQQ, hzP, hPz, hzQ, hQz, hQP]
  module
```

## (f) Equal pairing amplitudes

Deduce that
$$\bigl(e(n+m-1)+d(b_1b_2+a_2a_1)\bigr)^2=(e^2+d^2)(1-n-m+2nm).$$

Set $d'=d$ in (e).

```lean
/-- With equal pairing amplitudes, `e(n+m-1) + d(b1 b2 + a2 a1)` has square
`(e² + d²)(1 - n - m + 2nm)`. -/
theorem bcs_sq_equal (h : TwoModes a1 b1 a2 b2) (e d : ℂ) :
    (e • (b1 * a1 + b2 * a2 - 1) + d • (b1 * b2 + a2 * a1)) ^ 2
      = (e ^ 2 + d ^ 2) • (1 - b1 * a1 - b2 * a2 + 2 * (b1 * a1 * (b2 * a2))) := by
  rw [pow_two d, smul_add d (b1 * b2) (a2 * a1), ← add_assoc (e • _)]
  exact bcs_sq h e d d
```

## (g) Odd states

States are vectors of a module $V$ on which $A$ acts. Show that
$$Ev=0\ \Rightarrow\ Hv=0.$$

By (a), $PQ-QP=n+m-1=Z$. Then (b) and (c) give $ZE=ZPQ+ZQP=PQ-QP=Z$. Also $PE=PZ^2=-PZ=P$ and $QE=QZ^2=QZ=Q$. Hence $HE=H$, which is `hH`, and $Hv=HEv=0$. A single fermion blocks the pairing.

```lean
/-- The pairing Hamiltonian annihilates every state of odd parity. -/
theorem bcs_odd {V : Type*} [AddCommGroup V] [Module A V]
    (h : TwoModes a1 b1 a2 b2) (e d d' : ℂ) {v : V}
    (hv : evenProj a1 b1 a2 b2 • v = 0) : bcs a1 b1 a2 b2 e d d' • v = 0 := by
  obtain ⟨-, -, hE⟩ := pair_anticomm h
  obtain ⟨hzP, hPz, hzQ, hQz⟩ := charge_pair h
  have hZ : charge a1 b1 a2 b2
      = pairUp b1 b2 * pairDown a1 a2 - pairDown a1 a2 * pairUp b1 b2 := by
    rw [(pair_products h).1, (pair_products h).2, charge]
    noncomm_ring
  have hzE : charge a1 b1 a2 b2 * evenProj a1 b1 a2 b2 = charge a1 b1 a2 b2 := by
    rw [← hE, mul_add, ← mul_assoc, ← mul_assoc, hzP, hzQ, neg_mul, ← sub_eq_add_neg]
    exact hZ.symm
  have hPE : pairUp b1 b2 * evenProj a1 b1 a2 b2 = pairUp b1 b2 := by
    rw [← charge_sq h, ← mul_assoc, hPz, neg_mul, hPz, neg_neg]
  have hQE : pairDown a1 a2 * evenProj a1 b1 a2 b2 = pairDown a1 a2 := by
    rw [← charge_sq h, ← mul_assoc, hQz, hQz]
  -- the Hamiltonian absorbs the even-parity operator
  have hH : bcs a1 b1 a2 b2 e d d' * evenProj a1 b1 a2 b2 = bcs a1 b1 a2 b2 e d d' := by
    simp only [bcs, add_mul, smul_mul_assoc, hzE, hPE, hQE]
  rw [← hH, mul_smul, hv, smul_zero]
```

## (h) Eigenstates built on the vacuum

Let $\Omega\neq0$ satisfy $a_1\Omega=a_2\Omega=0$, and let $d\neq0$ and $\mu^2=e^2+dd'$. For $\psi=(\mu-e)\Omega+dP\Omega$, show that
$$\psi\neq0,\qquad E\psi=\psi,\qquad H\psi=\mu\psi.$$

The earlier parts give $Z\Omega=-\Omega$, $Q\Omega=0$, $ZP\Omega=P\Omega$, $P^2\Omega=0$ and $QP\Omega=\Omega$. So $Q\psi=d\Omega\neq0$, which excludes $\psi=0$. Since $E=Z^2$ fixes both $\Omega$ and $P\Omega$, it fixes $\psi$. Finally $H\Omega=-e\Omega+dP\Omega$ and $HP\Omega=eP\Omega+d'\Omega$, so
$$H\psi=(-\mu e+e^2+dd')\Omega+\mu dP\Omega=\mu\psi.$$

The vector is unnormalised. In a Hilbert space with $b_i=a_i^\dagger$, $\|\Omega\|=1$, real $e$ and $d'=\bar d$, its squared norm is $2\mu(\mu-e)$, and the normalised state contains the pair with probability $\tfrac12(1+e/\mu)$.

```lean
variable {V : Type*} [AddCommGroup V] [Module ℂ V] [Module A V] [IsScalarTower ℂ A V]

/-- Built on a vacuum `Ω`, the superposition `(μ - e) Ω + d b1 b2 Ω` is a nonzero even state
with energy `μ`, whenever `μ² = e² + d d'` and `d ≠ 0`. -/
theorem paired_state (h : TwoModes a1 b1 a2 b2) {e d d' μ : ℂ} (hd : d ≠ 0)
    (hμ : e ^ 2 + d * d' = μ ^ 2) {Ω : V} (h0 : Ω ≠ 0) (h1 : a1 • Ω = 0) (h2 : a2 • Ω = 0) :
    (μ - e) • Ω + d • (pairUp b1 b2 • Ω) ≠ 0 ∧
    evenProj a1 b1 a2 b2 • ((μ - e) • Ω + d • (pairUp b1 b2 • Ω))
      = (μ - e) • Ω + d • (pairUp b1 b2 • Ω) ∧
    bcs a1 b1 a2 b2 e d d' • ((μ - e) • Ω + d • (pairUp b1 b2 • Ω))
      = μ • ((μ - e) • Ω + d • (pairUp b1 b2 • Ω)) := by
  have hz : charge a1 b1 a2 b2 • Ω = -Ω := by
    simp [charge, sub_smul, add_smul, mul_smul, h1, h2]
  have hQ : pairDown a1 a2 • Ω = 0 := by rw [pairDown, mul_smul, h1, smul_zero]
  have hQP : pairDown a1 a2 • (pairUp b1 b2 • Ω) = Ω := by
    rw [← mul_smul, (pair_products h).2]
    simp [sub_smul, mul_smul, h1, h2]
  have hzP : charge a1 b1 a2 b2 • (pairUp b1 b2 • Ω) = pairUp b1 b2 • Ω := by
    rw [← mul_smul, (charge_pair h).1]
  have hPP : pairUp b1 b2 • (pairUp b1 b2 • Ω) = 0 := by
    rw [← mul_smul, (pair_anticomm h).1, zero_smul]
  refine ⟨fun hψ => ?_, ?_, ?_⟩
  · -- annihilating the pair recovers the vacuum with amplitude d
    have hk : pairDown a1 a2 • ((μ - e) • Ω + d • (pairUp b1 b2 • Ω)) = d • Ω := by
      rw [smul_add, smul_comm (pairDown a1 a2) (μ - e) Ω,
        smul_comm (pairDown a1 a2) d (pairUp b1 b2 • Ω), hQ, hQP, smul_zero, zero_add]
    rw [hψ, smul_zero] at hk
    exact (smul_eq_zero.mp hk.symm).elim hd h0
  · have e1 : evenProj a1 b1 a2 b2 • Ω = Ω := by
      rw [← charge_sq h, mul_smul, hz, smul_neg, hz, neg_neg]
    have e2 : evenProj a1 b1 a2 b2 • (pairUp b1 b2 • Ω) = pairUp b1 b2 • Ω := by
      rw [← charge_sq h, mul_smul, hzP, hzP]
    rw [smul_add, smul_comm (evenProj a1 b1 a2 b2) (μ - e) Ω,
      smul_comm (evenProj a1 b1 a2 b2) d (pairUp b1 b2 • Ω), e1, e2]
  · have e1 : bcs a1 b1 a2 b2 e d d' • Ω = e • (-Ω) + d • (pairUp b1 b2 • Ω) := by
      simp only [bcs, add_smul, smul_assoc, hz, hQ, smul_zero, add_zero]
    have e2 : bcs a1 b1 a2 b2 e d d' • (pairUp b1 b2 • Ω)
        = e • (pairUp b1 b2 • Ω) + d' • Ω := by
      simp only [bcs, add_smul, smul_assoc, hzP, hPP, hQP, smul_zero, add_zero]
    rw [smul_add, smul_comm (bcs a1 b1 a2 b2 e d d') (μ - e) Ω,
      smul_comm (bcs a1 b1 a2 b2 e d d') d (pairUp b1 b2 • Ω), e1, e2]
    generalize pairUp b1 b2 • Ω = w
    linear_combination (norm := module) hμ • Ω
```

## (i) The even-sector energies

Take $e$ real, $d=\Delta\neq0$ and $d'=\bar\Delta$, with a vacuum as in (h). Show that $\mu$ is the energy of a nonzero even eigenstate exactly when
$$\mu=\pm\sqrt{e^2+|\Delta|^2}.$$

If $Hv=\mu v$ and $Ev=v\neq0$, applying $H$ twice gives $\mu^2v=(e^2+|\Delta|^2)v$, hence $\mu^2=e^2+|\Delta|^2$. Conversely, (h) supplies an eigenstate for either root. These are the two directions of the `↔`. Since odd states have energy zero, the positive root is the cost of going from the even ground state to a state with one quasiparticle.

```lean
/-- For real `e` and a nonzero complex gap `Δ`, in any representation with a vacuum, the
energies of even-parity eigenstates are exactly `±√(e² + |Δ|²)`. -/
theorem even_energies (h : TwoModes a1 b1 a2 b2) (e : ℝ) {Δ : ℂ} (hΔ : Δ ≠ 0)
    {Ω : V} (h0 : Ω ≠ 0) (h1 : a1 • Ω = 0) (h2 : a2 • Ω = 0) (μ : ℂ) :
    (∃ v : V, v ≠ 0 ∧ evenProj a1 b1 a2 b2 • v = v ∧
      bcs a1 b1 a2 b2 (e : ℂ) Δ (conj Δ) • v = μ • v) ↔
    μ = (√(e ^ 2 + ‖Δ‖ ^ 2) : ℝ) ∨ μ = -(√(e ^ 2 + ‖Δ‖ ^ 2) : ℝ) := by
  have hE : ((√(e ^ 2 + ‖Δ‖ ^ 2) : ℝ) : ℂ) ^ 2 = (e : ℂ) ^ 2 + Δ * conj Δ := by
    rw [← Complex.ofReal_pow, Real.sq_sqrt (by positivity), Complex.mul_conj,
      Complex.normSq_eq_norm_sq]
    simp
  rw [← sq_eq_sq_iff_eq_or_eq_neg, hE]
  constructor
  · rintro ⟨v, hv0, hev, hv⟩
    -- apply the Hamiltonian twice
    have hs : (bcs a1 b1 a2 b2 (e : ℂ) Δ (conj Δ) ^ 2) • v = (μ ^ 2) • v := by
      rw [pow_two (bcs a1 b1 a2 b2 (e : ℂ) Δ (conj Δ)), mul_smul, hv,
        smul_comm (bcs a1 b1 a2 b2 (e : ℂ) Δ (conj Δ)) μ v, hv, smul_smul, pow_two μ]
    rw [bcs_sq h, smul_assoc, hev] at hs
    have hk : (μ ^ 2 - ((e : ℂ) ^ 2 + Δ * conj Δ)) • v = 0 := by
      rw [sub_smul, hs, sub_self]
    exact sub_eq_zero.mp ((smul_eq_zero.mp hk).resolve_right hv0)
  · intro hμ
    exact ⟨_, paired_state h hΔ hμ.symm h0 h1 h2⟩
```

## (j) An explicit representation

Order the basis as empty, mode 1, mode 2, both. The first annihilator is `fock1`.

```lean
/-- Annihilator of the first mode on the four occupation states. -/
def fock1 : Matrix (Fin 4) (Fin 4) ℂ := !![0, 1, 0, 0; 0, 0, 0, 0; 0, 0, 0, 1; 0, 0, 0, 0]
```

The second, `fock2`, carries the fermionic sign.

```lean
/-- Annihilator of the second mode on the four occupation states. -/
def fock2 : Matrix (Fin 4) (Fin 4) ℂ := !![0, 0, 1, 0; 0, 0, 0, -1; 0, 0, 0, 0; 0, 0, 0, 0]
```

Show that these matrices, with their transposes as creators, satisfy the canonical relations, and that
$$a_1a_2\neq0,\qquad a_1(a_1a_2)=a_2(a_1a_2)=0.$$

The relations follow by computing the matrix products and comparing entries. The product $a_1a_2$ has the single nonzero entry $-1$, taking the doubly occupied state to the empty one. Then $a_1^2a_2=0$ and $a_2a_1a_2=-a_1a_2^2=0$. With the matrices acting on themselves by left multiplication, $a_1a_2$ serves as the vacuum $\Omega$ of (h) and (i).

```lean
/-- The explicit matrices and their transposes obey the canonical relations, and the product
of the annihilators is a nonzero element killed by both from the left. -/
theorem twoModes_witness :
    TwoModes fock1 fock1.transpose fock2 fock2.transpose ∧
    fock1 * fock2 ≠ 0 ∧ fock1 * (fock1 * fock2) = 0 ∧ fock2 * (fock1 * fock2) = 0 := by
  have hT : TwoModes fock1 fock1.transpose fock2 fock2.transpose := by
    -- expand the products entrywise before the matrices are unfolded
    constructor <;> ext i j <;>
      simp only [Matrix.add_apply, Matrix.mul_apply, Matrix.transpose_apply,
        Fin.sum_univ_four] <;>
      fin_cases i <;> fin_cases j <;> simp [fock1, fock2]
  refine ⟨hT, fun h0 => ?_, ?_, ?_⟩
  · have hk := congrFun (congrFun h0 0) 3
    simp [fock1, fock2, Matrix.mul_apply, Fin.sum_univ_succ] at hk
  · rw [← mul_assoc, hT.ha1, zero_mul]
  · linear_combination (norm := noncomm_ring) hT.haa * fock2 - fock1 * hT.ha2

end

end BCSPairing
```

```lean
#print axioms BCSPairing.bcs_sq_equal
-- 'BCSPairing.bcs_sq_equal' depends on axioms: [propext, Classical.choice, Quot.sound]
#print axioms BCSPairing.bcs_odd
-- 'BCSPairing.bcs_odd' depends on axioms: [propext, Classical.choice, Quot.sound]
#print axioms BCSPairing.even_energies
-- 'BCSPairing.even_energies' depends on axioms: [propext, Classical.choice, Quot.sound]
```
